# Conductance of a one-channel normal-superconductor contact at the Fermi energy: 2T²/(2 − T)², at least T from T = 3 − √5 on

Take a scatterer that transmits half of the incident electrons at the Fermi energy, T = 1/2, whatever their spin, and put an ideal s-wave superconductor behind it. An electron can pass the scatterer, turn into a hole at the superconductor and leave again. Apart from a common phase, this path has amplitude √(1/2) · √(1/2) = 1/2. The hole may instead be reflected back, become an electron, be reflected again and become a hole. This extra cycle multiplies the amplitude by −1/2: two reflections give 1/2, and two conversions give −1. The total is

1/2 − 1/4 + 1/8 − … = 1/3.

The electron returns as a hole with probability 1/9 and as an electron with probability 8/9. A returning hole adds to the current, so the conductance is 1 − 8/9 + 1/9 = 2/9 in units of 2e²/h. The same scatterer between normal leads has 1/2.

## Amplitudes and paths

```lean
import Mathlib

open Complex

namespace AndreevReflection

noncomputable section
```

The file loads the mathematics library Mathlib and opens a namespace for its names. `I` is the imaginary unit.

```lean
/-- Amplitude for an electron to be reflected as a hole by a superconductor of phase `φ`,
at the Fermi energy. -/
def eToH (φ : ℝ) : ℂ := -I * exp (-(φ * I))
```

A `def` introduces a quantity. Here an electron becomes a hole with amplitude −i e^(−iφ), where φ is the phase of the superconductor. The modulus is 1 because, at energies inside the gap, no single particle can enter the superconductor, and an ideal interface does not reflect an electron as an electron; the factor −i is the phase shift at the Fermi energy, the middle of the gap. Both are assumed, not derived.

```lean
/-- Amplitude for a hole to be reflected as an electron by a superconductor of phase `φ`,
at the Fermi energy. -/
def hToE (φ : ℝ) : ℂ := -I * exp (φ * I)
```

The reverse conversion has amplitude −i e^(iφ).

```lean
/-- Factor for one cycle between scatterer and superconductor: the hole is reflected by the
scatterer, becomes an electron, is reflected again and becomes a hole. The electron scattering
matrix is `S = [[r, t'], [t, r']]`, and holes scatter with the conjugate amplitudes. -/
def roundTrip (S : Matrix (Fin 2) (Fin 2) ℂ) (φ : ℝ) : ℂ :=
  star (S 1 1) * hToE φ * S 1 1 * eToH φ
```

The electron scattering matrix is S = [[r, t'], [t, r']]. Lean counts from 0, so `S 0 0` is r, `S 0 1` is t', `S 1 0` is t and `S 1 1` is r'. Index 0 is the lead side and index 1 the superconductor side. `star` is complex conjugation; holes at the Fermi energy scatter with the conjugate amplitudes, provided that the scattering does not depend on spin, which is assumed here. One cycle contributes the factor

q = r'* · (−i e^(iφ)) · r' · (−i e^(−iφ)).

```lean
/-- Total amplitude for an incident electron to return as a hole, summed over the number of
cycles. -/
def holeAmplitude (S : Matrix (Fin 2) (Fin 2) ℂ) (φ : ℝ) : ℂ :=
  ∑' n : ℕ, star (S 0 1) * eToH φ * S 1 0 * roundTrip S φ ^ n
```

The symbol `∑'` is an infinite sum. The amplitude for returning as a hole is

r_he = Σₙ t'* (−i e^(−iφ)) t qⁿ, n = 0, 1, 2, …

```lean
/-- Total amplitude for an incident electron to return as an electron: direct reflection plus
all paths that visit the superconductor. -/
def electronAmplitude (S : Matrix (Fin 2) (Fin 2) ℂ) (φ : ℝ) : ℂ :=
  S 0 0 + ∑' n : ℕ,
    S 0 1 * hToE φ * star (S 1 1) * eToH φ * S 1 0 * roundTrip S φ ^ n
```

The amplitude r_ee for returning as an electron is direct reflection r plus the paths that visit the superconductor and come back through t'.

```lean
/-- Formula for the conductance, at the Fermi energy, of a one-channel contact between a normal lead
and an ideal superconductor, as a function of the normal transmission `T`, in units of `2e²/h`. -/
def nsConductance (T : ℝ) : ℝ := 2 * T ^ 2 / (2 - T) ^ 2
```

This names the function 2T²/(2 − T)². Its link to scattering is proved below.

## Two conversions and a unitary scatterer

```lean
/-- A complex number times its conjugate is its squared modulus. -/
theorem mul_star_eq (z : ℂ) : z * star z = ((‖z‖ ^ 2 : ℝ) : ℂ) := by
  rw [← Complex.normSq_eq_norm_sq]
  exact Complex.mul_conj z
```

A `theorem` is a statement followed by its proof. This one says z z* = |z|², with the real number on the right read as a complex one.

```lean
/-- Two successive Andreev reflections multiply the amplitude by `-1`, whatever the
superconducting phase. -/
theorem double_andreev (φ : ℝ) : hToE φ * eToH φ = -1 := by
  have h : exp (φ * I) * exp (-(φ * I)) = 1 := by
    rw [← Complex.exp_add]
    simp
  unfold hToE eToH
  linear_combination I ^ 2 * h + Complex.I_sq
```

The phases cancel, and (−i)² = −1. In the proof, `h` is the cancellation, and `linear_combination` checks that the claim follows from `h` and i² = −1 by algebra.

```lean
/-- Unitarity expresses all scattering probabilities through `T = |t|²` and relates the
reflection amplitudes on the two sides. -/
theorem unitarity {S : Matrix (Fin 2) (Fin 2) ℂ} (hS : S ∈ Matrix.unitaryGroup (Fin 2) ℂ) :
    ‖S 1 1‖ ^ 2 = 1 - ‖S 1 0‖ ^ 2 ∧ ‖S 0 1‖ ^ 2 = ‖S 1 0‖ ^ 2 ∧
      ‖S 0 0‖ ^ 2 = 1 - ‖S 1 0‖ ^ 2 ∧
      S 0 0 * star (S 1 0) + S 0 1 * star (S 1 1) = 0 := by
  have h1 := Matrix.mem_unitaryGroup_iff.mp hS
  have h2 := Matrix.mem_unitaryGroup_iff'.mp hS
  have a := congrArg (fun M : Matrix (Fin 2) (Fin 2) ℂ => M 1 1) h1
  have b := congrArg (fun M : Matrix (Fin 2) (Fin 2) ℂ => M 1 1) h2
  have c := congrArg (fun M : Matrix (Fin 2) (Fin 2) ℂ => M 0 0) h1
  have d := congrArg (fun M : Matrix (Fin 2) (Fin 2) ℂ => M 0 1) h1
  simp only [Matrix.mul_apply, Fin.sum_univ_two, Matrix.star_apply, Matrix.one_apply_eq]
    at a b c
  simp only [Matrix.mul_apply, Fin.sum_univ_two, Matrix.star_apply,
    Matrix.one_apply_ne (show (0 : Fin 2) ≠ 1 by decide)] at d
  rw [mul_star_eq, mul_star_eq] at a c
  rw [mul_comm (star (S 0 1)), mul_comm (star (S 1 1)), mul_star_eq, mul_star_eq] at b
  have a' : ‖S 1 0‖ ^ 2 + ‖S 1 1‖ ^ 2 = 1 := by exact_mod_cast a
  have b' : ‖S 0 1‖ ^ 2 + ‖S 1 1‖ ^ 2 = 1 := by exact_mod_cast b
  have c' : ‖S 0 0‖ ^ 2 + ‖S 0 1‖ ^ 2 = 1 := by exact_mod_cast c
  exact ⟨by linarith, by linarith, by linarith, d⟩
```

The hypothesis `hS` says that S is unitary, which is conservation of particles at the scatterer. Set T = |t|². The entries of SS† = 1 and S†S = 1 give

|t|² + |r'|² = 1, |t'|² + |r'|² = 1, |r|² + |t'|² = 1, r t* + t' r'* = 0.

Hence |r'|² = |r|² = 1 − T and |t'|² = T. In the proof, `a`, `b`, `c` and `d` are these four entries, in this order.

## Summing the cycles

```lean
/-- For every unitary scatterer and every complex number `c`, the sum over cycles of `c * t` times
the powers of the cycle factor converges to `c * t / (2 - T)`, with `T = |t|²`. -/
theorem paths_hasSum {S : Matrix (Fin 2) (Fin 2) ℂ}
    (hS : S ∈ Matrix.unitaryGroup (Fin 2) ℂ) (φ : ℝ) (c : ℂ) :
    HasSum (fun n : ℕ => c * S 1 0 * roundTrip S φ ^ n)
      (c * S 1 0 / ((2 - ‖S 1 0‖ ^ 2 : ℝ) : ℂ)) := by
  by_cases h : S 1 0 = 0
  · -- an opaque scatterer: every path has zero amplitude
    simp [h, hasSum_zero]
  · have hu := (unitarity hS).1
    have hpos : 0 < ‖S 1 0‖ ^ 2 := pow_pos (norm_pos_iff.mpr h) 2
    have hr := sq_nonneg ‖S 1 1‖
    -- each cycle contributes the real factor -(1 - T)
    have hq : roundTrip S φ = ((-(1 - ‖S 1 0‖ ^ 2) : ℝ) : ℂ) := by
      have n := mul_star_eq (S 1 1)
      rw [hu] at n
      rw [Complex.ofReal_neg]
      unfold roundTrip
      linear_combination (S 1 1 * star (S 1 1)) * double_andreev φ - n
    have hn : ‖roundTrip S φ‖ < 1 := by
      rw [hq, Complex.norm_real, Real.norm_eq_abs, abs_lt]
      constructor <;> linarith
    have e : 1 - roundTrip S φ = ((2 - ‖S 1 0‖ ^ 2 : ℝ) : ℂ) := by
      rw [hq]
      push_cast
      ring
    have g := (hasSum_geometric_of_norm_lt_one hn).mul_left (c * S 1 0)
    rw [e, ← div_eq_mul_inv] at g
    exact g
```

`HasSum` says that a series converges to the stated value. By the two previous results,

q = −|r'|² = −(1 − T).

If t ≠ 0, then 0 < T ≤ 1 and |q| < 1, so the geometric series gives

Σₙ c t qⁿ = c t/(1 − q) = c t/(2 − T).

If t = 0, then q = −1 and the powers alone would not converge, but every term carries the factor t and vanishes. The proof splits into these two cases with `by_cases`; `hq` is the value of q and `hn` the bound |q| < 1.

```lean
/-- For `T` in `(0, 1]`, the geometric series with first term `T` and ratio `-(1 - T)` converges to
`T / (2 - T)`. -/
theorem andreev_series {T : ℝ} (h0 : 0 < T) (h1 : T ≤ 1) :
    HasSum (fun n : ℕ => T * (-(1 - T)) ^ n) (T / (2 - T)) := by
  have h : |-(1 - T)| < 1 := by
    rw [abs_lt]
    constructor <;> linarith
  have g := (hasSum_geometric_of_abs_lt_one h).mul_left T
  rw [show 1 - -(1 - T) = 2 - T by ring, ← div_eq_mul_inv] at g
  exact g
```

This is the same series in real numbers, with ratio −(1 − T) and first term T. For T = 1/2 it is the sum in the opening example.

```lean
/-- Probabilities for an incident electron to return as a hole and as an electron, in terms of
the normal transmission `T = |t|²`. -/
theorem reflection_probabilities {S : Matrix (Fin 2) (Fin 2) ℂ}
    (hS : S ∈ Matrix.unitaryGroup (Fin 2) ℂ) (φ : ℝ) :
    ‖holeAmplitude S φ‖ ^ 2 = (‖S 1 0‖ ^ 2) ^ 2 / (2 - ‖S 1 0‖ ^ 2) ^ 2 ∧
      ‖electronAmplitude S φ‖ ^ 2 = 4 * (1 - ‖S 1 0‖ ^ 2) / (2 - ‖S 1 0‖ ^ 2) ^ 2 := by
  obtain ⟨hr', ht', hr, hoff⟩ := unitarity hS
  constructor
  · have hphase : ‖eToH φ‖ = 1 := by simp [eToH, Complex.norm_exp]
    have h : holeAmplitude S φ = _ := (paths_hasSum hS φ (star (S 0 1) * eToH φ)).tsum_eq
    rw [h, norm_div, div_pow, norm_mul, norm_mul, norm_star, hphase, mul_one, mul_pow,
      Complex.norm_real, Real.norm_eq_abs, sq_abs, ht']
    ring
  · have hD : ((2 - ‖S 1 0‖ ^ 2 : ℝ) : ℂ) ≠ 0 :=
      Complex.ofReal_ne_zero.mpr
        (by linarith [sq_nonneg ‖S 1 1‖] : 0 < 2 - ‖S 1 0‖ ^ 2).ne'
    -- unitarity turns the paths through the superconductor into a multiple of r
    have hc : S 0 1 * hToE φ * star (S 1 1) * eToH φ * S 1 0
        = S 0 0 * ((‖S 1 0‖ ^ 2 : ℝ) : ℂ) := by
      linear_combination (S 0 1 * star (S 1 1) * S 1 0) * double_andreev φ
        - S 1 0 * hoff + S 0 0 * mul_star_eq (S 1 0)
    have h : electronAmplitude S φ = 2 * S 0 0 / ((2 - ‖S 1 0‖ ^ 2 : ℝ) : ℂ) := by
      unfold electronAmplitude
      rw [(paths_hasSum hS φ (S 0 1 * hToE φ * star (S 1 1) * eToH φ)).tsum_eq, hc,
        eq_div_iff hD, add_mul, div_mul_cancel₀ _ hD]
      push_cast
      ring
    have h2 : ‖(2 : ℂ)‖ = 2 := by simp
    rw [h, norm_div, div_pow, norm_mul, mul_pow, h2, Complex.norm_real, Real.norm_eq_abs,
      sq_abs, hr]
    ring
```

For the hole, c = t'* (−i e^(−iφ)). Since |t'|² = |t|² = T,

|r_he|² = T²/(2 − T)².

For the electron, the two conversions give −1 and unitarity gives −t' r'* = r t*, so the product in front of qⁿ is −t' r'* t = r T. This is `hc` in the proof. Therefore

r_ee = r + r T/(2 − T) = 2r/(2 − T),
|r_ee|² = 4(1 − T)/(2 − T)².

```lean
/-- For every unitary scatterer and superconducting phase, one minus the electron reflection
probability plus the hole reflection probability equals `2T² / (2 - T)²`, with `T = |t|²`. -/
theorem conductance_formula {S : Matrix (Fin 2) (Fin 2) ℂ}
    (hS : S ∈ Matrix.unitaryGroup (Fin 2) ℂ) (φ : ℝ) :
    1 - ‖electronAmplitude S φ‖ ^ 2 + ‖holeAmplitude S φ‖ ^ 2
      = nsConductance (‖S 1 0‖ ^ 2) := by
  obtain ⟨hh, he⟩ := reflection_probabilities hS φ
  have hD : 2 - ‖S 1 0‖ ^ 2 ≠ 0 := by
    have := (unitarity hS).1
    exact (by linarith [sq_nonneg ‖S 1 1‖] : 0 < 2 - ‖S 1 0‖ ^ 2).ne'
  rw [hh, he, nsConductance]
  generalize ‖S 1 0‖ ^ 2 = T at hD ⊢
  field_simp
  ring
```

An incident electron carries one unit of current, a reflected electron removes its share, and a returning hole adds its own. Taking this balance as the conductance,

1 − |r_ee|² + |r_he|² = [(2 − T)² − 4(1 − T) + T²]/(2 − T)² = 2T²/(2 − T)².

The result holds for every unitary 2×2 matrix S and every φ. For a coherent one-channel contact with ideal Andreev reflection, it gives a numerical transport calculation a value to compare with. Finite bias, temperature and several channels are not treated.

## Comparison with the normal contact

```lean
/-- The normal-superconductor conductance increases strictly with the transmission. -/
theorem nsConductance_strictMonoOn : StrictMonoOn nsConductance (Set.Icc 0 1) := by
  intro a ha b hb hab
  obtain ⟨ha0, ha1⟩ := ha
  obtain ⟨hb0, hb1⟩ := hb
  have pa : 0 < 2 - a := by linarith
  have pb : 0 < 2 - b := by linarith
  unfold nsConductance
  rw [div_lt_div_iff₀ (pow_pos pa 2) (pow_pos pb 2)]
  have h1 : a * (2 - b) < b * (2 - a) := by nlinarith
  have h2 := pow_lt_pow_left₀ h1 (mul_nonneg ha0 pb.le) two_ne_zero
  nlinarith [h2]
```

`Set.Icc 0 1` is the interval from 0 to 1, ends included. For a < b in it, a(2 − b) < b(2 − a), because the difference is 2(b − a). Both sides are non-negative, so squaring keeps the order, and dividing by (2 − a)²(2 − b)² gives the claim. In the proof, `h1` is the inequality and `h2` its square.

```lean
/-- The conductance is at most `2` in units of `2e²/h`, and equals `2` only at perfect
transmission. -/
theorem nsConductance_le_two {T : ℝ} (h0 : 0 ≤ T) (h1 : T ≤ 1) :
    nsConductance T ≤ 2 ∧ (nsConductance T = 2 ↔ T = 1) := by
  have hone : nsConductance 1 = 2 := by norm_num [nsConductance]
  rcases eq_or_lt_of_le h1 with h | h
  · rw [h]
    exact ⟨hone.le, fun _ => rfl, fun _ => hone⟩
  · have g := nsConductance_strictMonoOn ⟨h0, h1⟩ ⟨zero_le_one, le_rfl⟩ h
    rw [hone] at g
    exact ⟨g.le, fun e => absurd e g.ne, fun e => absurd e h.ne⟩
```

At T = 1 the value is 2: every electron returns as a hole. Strict increase makes every smaller T give less.

```lean
/-- For `0 < T ≤ 1`, the superconducting contact conducts at least as well as the normal one, whose
conductance is `T`, exactly when `T ≥ 3 - √5`. -/
theorem normal_le_nsConductance_iff {T : ℝ} (h0 : 0 < T) (h1 : T ≤ 1) :
    T ≤ nsConductance T ↔ 3 - √5 ≤ T := by
  have hp : 0 < 2 - T := by linarith
  unfold nsConductance
  rw [le_div_iff₀ (pow_pos hp 2)]
  constructor
  · intro h
    have h2 : (2 - T) ^ 2 ≤ 2 * T :=
      le_of_mul_le_mul_left (by linarith : T * (2 - T) ^ 2 ≤ T * (2 * T)) h0
    have h3 : (3 - T) ^ 2 ≤ 5 := by linarith
    linarith [Real.abs_le_sqrt h3, le_abs_self (3 - T)]
  · intro h
    have h2 : (3 - T) ^ 2 ≤ √5 ^ 2 :=
      pow_le_pow_left₀ (by linarith) (by linarith) 2
    rw [Real.sq_sqrt (by norm_num)] at h2
    have h3 : (2 - T) ^ 2 ≤ 2 * T := by linarith
    linarith [mul_le_mul_of_nonneg_left h3 h0.le]

end

end AndreevReflection
```

The sign `↔` means "exactly when", and each direction is proved separately. For 0 < T ≤ 1,

T ≤ 2T²/(2 − T)²
⇔ (2 − T)² ≤ 2T
⇔ (3 − T)² ≤ 5
⇔ T ≥ 3 − √5 ≈ 0.764.

The first step divides by T, which is why T = 0 is excluded. The last takes a square root, with 3 − T positive. Below the threshold, as at T = 1/2, the superconducting contact conducts less than the normal one.

```lean
#print axioms AndreevReflection.andreev_series
#print axioms AndreevReflection.conductance_formula
#print axioms AndreevReflection.nsConductance_le_two
#print axioms AndreevReflection.normal_le_nsConductance_iff
```

```
'AndreevReflection.andreev_series' depends on axioms: [propext, Classical.choice, Quot.sound]
'AndreevReflection.conductance_formula' depends on axioms: [propext, Classical.choice, Quot.sound]
'AndreevReflection.nsConductance_le_two' depends on axioms: [propext, Classical.choice, Quot.sound]
'AndreevReflection.normal_le_nsConductance_iff' depends on axioms: [propext, Classical.choice, Quot.sound]
```
